# On a logarithmic interval, Wilson's midpoint level underestimates the integral of 1/e, and the Campo-Oliveira level reproduces it

## Where do nine percent of my integral go?

I am discretizing a flat conduction band for an NRG calculation with Λ = 3. With the band edge at energy 1, the first interval is [1/3, 1]. I replace it by one level at the midpoint 2/3 and give that level the full width 2/3 as its weight, so no spectral weight is lost. Yet its contribution to the integral of 1/e is 1, while the continuum gives ln 3 ≈ 1.099. Does this deficit change from interval to interval as I go down towards the Fermi level, or can one factor repair the whole band? And could I avoid the factor by putting the level somewhere else?

## One factor for every interval, or one shifted level in each

For a flat band, any Λ > 1 and any interval [a/Λ, a] with a > 0, the exact integral of 1/e divided by Wilson's value (width over midpoint) is

A = (ln Λ / 2) (Λ + 1)/(Λ − 1).

This factor is larger than 1, does not depend on a, and tends to 1 as Λ decreases to 1. One factor therefore repairs any number of successive intervals. If you would rather move the level, exactly one energy inside the interval gives ratio 1: the Campo-Oliveira energy, width/ln Λ. It lies below the midpoint.

The integral matters, for example, for an impurity level at the Fermi level: the positive side of the band shifts it in second order by a sum, up to sign, of squared couplings divided by the band energies e. With constant coupling and density of states, each interval contributes in proportion to its integral of 1/e. The negative side shifts the level the opposite way: in a symmetric band the two sides cancel, otherwise a difference of such integrals remains. Multiplying the squared couplings by A restores the integral on each interval of the flat band, but it makes the total squared coupling too large by the same factor. Moving the level instead leaves that total unchanged.

### From the logarithm to the two representative energies

The exact integral is

∫ de/e from a/Λ to a = ln a − ln(a/Λ) = ln Λ.

The width is a − a/Λ = a(Λ − 1)/Λ, and the midpoint is a(Λ + 1)/(2Λ). Wilson's value is their quotient,

2(Λ − 1)/(Λ + 1),

in which a has cancelled. Dividing ln Λ by it gives A.

To see that A > 1, compare the two values through

f(x) = ln x − 2(x − 1)/(x + 1).

Here f(1) = 0, and

f′(x) = 1/x − 4/(x + 1)² = (x − 1)²/(x(x + 1)²),

which is positive for x > 1. So f(Λ) > 0, that is, ln Λ > 2(Λ − 1)/(Λ + 1), and A > 1.

For an upper bound, use ln Λ < Λ − 1. Inserted into A, it gives

1 < A < (Λ + 1)/2.

Both bounds go to 1 as Λ decreases to 1, so A does too.

Now put the level at a general energy E > 0 and keep the width as its weight. The ratio of exact to one-level value is

ln Λ / (width/E) = E ln Λ / width,

which equals 1 exactly when E = width/ln Λ. To locate this energy, write b = a/Λ for the lower edge, so that the width is b(Λ − 1). Then ln Λ < Λ − 1 gives

b(Λ − 1)/ln Λ > b,

and ln Λ > 2(Λ − 1)/(Λ + 1) gives

b(Λ − 1)/ln Λ < b(Λ + 1)/2,

where the right-hand side is the midpoint. In your example the level moves from 0.667 to about 0.607.

For N successive intervals, from a/Λ^N up to a, the exact integral is N ln Λ, and Wilson's values add up to N · 2(Λ − 1)/(Λ + 1). Their quotient is again A for N ≥ 1, so the relative deficit neither grows nor averages out down the band.

Near the continuum limit the error is small. With L = ln Λ the factor is A = (L/2) coth(L/2) ≈ 1 + L²/12, a hand expansion that adds a rate to the proved limit. At Λ = 2 it gives an excess of about four percent.

### What the Lean definitions and theorems say

All quantities are real numbers, except the natural numbers N and n that count intervals. Energies are measured from the Fermi level on the positive side of the band, and the constant density of states is set to 1, since it cancels in the ratio.

- `width`, `wilsonEnergy` and `campoOliveiraEnergy` are the width, the midpoint and width/ln Λ.
- `exactWeight` is the integral of 1/e. The name needs care: in NRG, "weight" often means the integrated hybridization of an interval, which for a flat band is proportional to `width`.
- `ratio a Λ E` is the exact integral divided by the value of a single level at E.
- `correction` is A, defined by its closed formula and not as a ratio, so its link to the integral has to be proved.

`wilson_ratio` says that the ratio at the midpoint equals A and exceeds 1. `correction_bounds` gives the two-sided estimate, and `correction_tendsto_one` the limit; `𝓝[>] 1` means that Λ approaches 1 from above. `campoOliveira_mem` places the Campo-Oliveira energy strictly between the lower edge and the midpoint. `ratio_eq_one_iff` says that lying in the open interval `Set.Ioo (a / Λ) a` with ratio 1 is equivalent to being that energy.

In `band_correction` the index n runs from 0 to N − 1, and interval n has upper edge a/Λ^n. The case N = 0 is allowed and reads 0 = 0.

The hypothesis `0 < a` keeps the interval away from the singularity of 1/e at the Fermi level, and `1 < Λ` makes a/Λ the lower edge.

The Campo-Oliveira energy appears here in its flat-band form. An energy-dependent hybridization changes the integrals, and a first interval shortened by a shifted mesh has another edge ratio and hence another A. The step left to physics is from this one integral to an interacting impurity: the theorems do not say how closely a Kondo temperature computed with rescaled couplings or shifted levels agrees with the continuum.

```lean
import Mathlib

open Filter Topology

noncomputable section

namespace WilsonDiscretization

/-- Width of the logarithmic energy interval `[a/Λ, a]`, for `a > 0` and `Λ > 1`. -/
def width (a Λ : ℝ) : ℝ := a - a / Λ

/-- Wilson's representative energy: the midpoint of `[a/Λ, a]`, for `a > 0` and `Λ > 1`. -/
def wilsonEnergy (a Λ : ℝ) : ℝ := (a + a / Λ) / 2

/-- The Campo-Oliveira representative energy, width over `ln Λ`, for `a > 0` and `Λ > 1`. -/
def campoOliveiraEnergy (a Λ : ℝ) : ℝ := width a Λ / Real.log Λ

/-- The exact (oriented) integral of `1/e` from `a/Λ` to `a`, for `a > 0` and `Λ > 0`. -/
def exactWeight (a Λ : ℝ) : ℝ := ∫ e in (a / Λ)..a, 1 / e

/-- Exact integral of `1/e` divided by its one-level value, width over `E`, when the interval
is represented by a single level at energy `E`; for `a > 0`, `Λ > 1` and `E > 0`. -/
def ratio (a Λ E : ℝ) : ℝ := exactWeight a Λ / (width a Λ / E)

/-- The correction factor `A = (ln Λ / 2) (Λ + 1) / (Λ - 1)`, for `Λ > 1`. -/
def correction (Λ : ℝ) : ℝ := Real.log Λ / 2 * ((Λ + 1) / (Λ - 1))

/-- For `a > 0` and `Λ > 0` the integral of `1/e` from `a/Λ` to `a` is `ln Λ`. -/
theorem exactWeight_eq {a Λ : ℝ} (ha : 0 < a) (hΛ : 0 < Λ) :
    exactWeight a Λ = Real.log Λ := by
  unfold exactWeight
  rw [integral_one_div_of_pos (div_pos ha hΛ) ha]
  congr 1
  field_simp

/-- For `a > 0` and `Λ > 0`, the quotient `width a Λ / wilsonEnergy a Λ` is `2 (Λ - 1) / (Λ + 1)`;
for `Λ > 1` it is Wilson's value, width over midpoint. -/
theorem wilson_value {a Λ : ℝ} (ha : 0 < a) (hΛ : 0 < Λ) :
    width a Λ / wilsonEnergy a Λ = 2 * (Λ - 1) / (Λ + 1) := by
  have hb : 0 < a / Λ := div_pos ha hΛ
  have hab : a / Λ * Λ = a := div_mul_cancel₀ a hΛ.ne'
  unfold width wilsonEnergy
  generalize a / Λ = b at hb hab ⊢
  rw [div_eq_div_iff (by positivity) (by positivity)]
  linear_combination (-2) * hab

/-- For `Λ > 1`, the logarithm `ln Λ` is strictly larger than `2 (Λ - 1) / (Λ + 1)`. -/
theorem wilson_value_lt_log {Λ : ℝ} (hΛ : 1 < Λ) :
    2 * (Λ - 1) / (Λ + 1) < Real.log Λ := by
  -- the difference has derivative (x - 1)² / (x (x + 1)²)
  have hd : ∀ x : ℝ, 0 < x → HasDerivAt (fun y : ℝ => Real.log y - 2 * (y - 1) / (y + 1))
      ((x - 1) ^ 2 / (x * (x + 1) ^ 2)) x := by
    intro x hx
    have h1 : x + 1 ≠ 0 := by positivity
    have hn : HasDerivAt (fun y : ℝ => 2 * (y - 1)) (2 * 1) x :=
      ((hasDerivAt_id' x).sub_const 1).const_mul 2
    have hq : HasDerivAt (fun y : ℝ => y + 1) 1 x := (hasDerivAt_id' x).add_const 1
    refine ((Real.hasDerivAt_log hx.ne').fun_sub (hn.fun_div hq h1)).congr_deriv ?_
    field_simp
    ring
  -- hence it increases strictly from its value 0 at x = 1
  have hmono : StrictMonoOn (fun y : ℝ => Real.log y - 2 * (y - 1) / (y + 1))
      (Set.Ici 1) := by
    refine strictMonoOn_of_deriv_pos (convex_Ici 1) ?_ ?_
    · intro x hx
      have hx1 : 1 ≤ x := Set.mem_Ici.mp hx
      exact (hd x (by linarith)).continuousAt.continuousWithinAt
    · intro x hx
      rw [interior_Ici] at hx
      have hx1 : 1 < x := Set.mem_Ioi.mp hx
      have hx0 : 0 < x := by linarith
      rw [(hd x hx0).deriv]
      exact div_pos (pow_pos (sub_pos.mpr hx1) 2) (by positivity)
  have h : Real.log 1 - 2 * (1 - 1) / (1 + 1) < Real.log Λ - 2 * (Λ - 1) / (Λ + 1) :=
    hmono (Set.mem_Ici.mpr le_rfl) (Set.mem_Ici.mpr hΛ.le) hΛ
  have e : Real.log 1 - 2 * (1 - 1) / (1 + 1) = 0 := by
    rw [Real.log_one]
    norm_num
  linarith

/-- For `Λ > 1` the correction factor lies strictly between `1` and `(Λ + 1) / 2`. -/
theorem correction_bounds {Λ : ℝ} (hΛ : 1 < Λ) :
    1 < correction Λ ∧ correction Λ < (Λ + 1) / 2 := by
  have h1 : 0 < Λ - 1 := sub_pos.mpr hΛ
  have h2 : 0 < Λ + 1 := by linarith
  have key : correction Λ = Real.log Λ * (Λ + 1) / (2 * (Λ - 1)) := by
    unfold correction
    rw [div_mul_div_comm]
  have hlow := wilson_value_lt_log hΛ
  rw [div_lt_iff₀ h2] at hlow
  have hup : Real.log Λ < Λ - 1 := Real.log_lt_sub_one_of_pos (by linarith) hΛ.ne'
  rw [key]
  constructor
  · rw [lt_div_iff₀ (by positivity)]
    linarith
  · rw [div_lt_div_iff₀ (by positivity) two_pos]
    nlinarith [mul_pos (sub_pos.mpr hup) h2]

/-- The correction factor tends to `1` as `Λ` decreases to `1`. -/
theorem correction_tendsto_one : Tendsto correction (𝓝[>] 1) (𝓝 1) := by
  have hc : Continuous (fun x : ℝ => (x + 1) / 2) := by fun_prop
  have h : Tendsto (fun x : ℝ => (x + 1) / 2) (𝓝 1) (𝓝 ((1 + 1) / 2)) := hc.tendsto 1
  have e : ((1 : ℝ) + 1) / 2 = 1 := by norm_num
  rw [e] at h
  refine tendsto_of_tendsto_of_tendsto_of_le_of_le' tendsto_const_nhds
    (h.mono_left nhdsWithin_le_nhds) ?_ ?_
  · filter_upwards [self_mem_nhdsWithin] with x hx
    exact (correction_bounds (Set.mem_Ioi.mp hx)).1.le
  · filter_upwards [self_mem_nhdsWithin] with x hx
    exact (correction_bounds (Set.mem_Ioi.mp hx)).2.le

/-- For `a > 0` and `Λ > 1`, the exact integral of `1/e` divided by Wilson's value equals the
correction factor `A`, and this ratio exceeds `1`. -/
theorem wilson_ratio {a Λ : ℝ} (ha : 0 < a) (hΛ : 1 < Λ) :
    ratio a Λ (wilsonEnergy a Λ) = correction Λ ∧ 1 < ratio a Λ (wilsonEnergy a Λ) := by
  have h0 : 0 < Λ := by linarith
  have h1 : Λ - 1 ≠ 0 := (sub_pos.mpr hΛ).ne'
  have h2 : Λ + 1 ≠ 0 := by positivity
  have h : ratio a Λ (wilsonEnergy a Λ) = correction Λ := by
    unfold ratio correction
    rw [exactWeight_eq ha h0, wilson_value ha h0]
    field_simp
  exact ⟨h, h ▸ (correction_bounds hΛ).1⟩

/-- For `a > 0` and `Λ > 1`, the Campo-Oliveira energy lies strictly between the lower edge
`a/Λ` of the interval and its midpoint. -/
theorem campoOliveira_mem {a Λ : ℝ} (ha : 0 < a) (hΛ : 1 < Λ) :
    a / Λ < campoOliveiraEnergy a Λ ∧ campoOliveiraEnergy a Λ < wilsonEnergy a Λ := by
  have h0 : 0 < Λ := by linarith
  have hL : 0 < Real.log Λ := Real.log_pos hΛ
  have hup : Real.log Λ < Λ - 1 := Real.log_lt_sub_one_of_pos h0 hΛ.ne'
  have hlow := wilson_value_lt_log hΛ
  rw [div_lt_iff₀ (by linarith)] at hlow
  have hb : 0 < a / Λ := div_pos ha h0
  have hab : a / Λ * Λ = a := div_mul_cancel₀ a h0.ne'
  unfold campoOliveiraEnergy width wilsonEnergy
  -- write b for the lower edge, so that a = b Λ
  generalize a / Λ = b at hb hab ⊢
  rw [← hab]
  constructor
  · rw [lt_div_iff₀ hL]
    nlinarith [mul_pos hb (sub_pos.mpr hup)]
  · rw [div_lt_iff₀ hL]
    nlinarith [mul_pos hb (sub_pos.mpr hlow)]

/-- For `a > 0` and `Λ > 1`, an energy `E` lies inside the interval and gives ratio exactly `1`
if and only if it is the Campo-Oliveira energy. -/
theorem ratio_eq_one_iff {a Λ : ℝ} (ha : 0 < a) (hΛ : 1 < Λ) (E : ℝ) :
    (E ∈ Set.Ioo (a / Λ) a ∧ ratio a Λ E = 1) ↔ E = campoOliveiraEnergy a Λ := by
  have h0 : 0 < Λ := by linarith
  have hL : 0 < Real.log Λ := Real.log_pos hΛ
  have hlt : a / Λ < a := div_lt_self ha hΛ
  have hw : 0 < width a Λ := sub_pos.mpr hlt
  constructor
  · rintro ⟨hE, h⟩
    have hE0 : 0 < E := (div_pos ha h0).trans hE.1
    unfold ratio at h
    rw [exactWeight_eq ha h0, div_eq_iff (div_pos hw hE0).ne', one_mul,
      eq_div_iff hE0.ne'] at h
    unfold campoOliveiraEnergy
    rw [eq_div_iff hL.ne']
    linarith
  · rintro rfl
    have hm := campoOliveira_mem ha hΛ
    have hmid : wilsonEnergy a Λ < a := by
      unfold wilsonEnergy
      linarith
    refine ⟨⟨hm.1, hm.2.trans hmid⟩, ?_⟩
    have hw' := hw.ne'
    have hL' := hL.ne'
    unfold ratio campoOliveiraEnergy
    rw [exactWeight_eq ha h0]
    field_simp

/-- For `a > 0` and `Λ > 1`, the integral of `1/e` over `N` successive logarithmic intervals,
from `a/Λ^N` to `a`, is the single factor `A` times the sum of Wilson's values. -/
theorem band_correction {a Λ : ℝ} (ha : 0 < a) (hΛ : 1 < Λ) (N : ℕ) :
    exactWeight a (Λ ^ N) = correction Λ *
      ∑ n ∈ Finset.range N, width (a / Λ ^ n) Λ / wilsonEnergy (a / Λ ^ n) Λ := by
  have h0 : 0 < Λ := by linarith
  have h1 : Λ - 1 ≠ 0 := (sub_pos.mpr hΛ).ne'
  have h2 : Λ + 1 ≠ 0 := by positivity
  -- every interval contributes the same Wilson value
  rw [exactWeight_eq ha (pow_pos h0 N), Real.log_pow,
    Finset.sum_congr rfl (fun n _ => wilson_value (div_pos ha (pow_pos h0 n)) h0),
    Finset.sum_const, Finset.card_range, nsmul_eq_mul]
  unfold correction
  field_simp

end WilsonDiscretization
```

```lean
#print axioms WilsonDiscretization.wilson_ratio
#print axioms WilsonDiscretization.campoOliveira_mem
#print axioms WilsonDiscretization.ratio_eq_one_iff
#print axioms WilsonDiscretization.band_correction
```

```
'WilsonDiscretization.wilson_ratio' depends on axioms: [propext, Classical.choice, Quot.sound]
'WilsonDiscretization.campoOliveira_mem' depends on axioms: [propext, Classical.choice, Quot.sound]
'WilsonDiscretization.ratio_eq_one_iff' depends on axioms: [propext, Classical.choice, Quot.sound]
'WilsonDiscretization.band_correction' depends on axioms: [propext, Classical.choice, Quot.sound]
```

### How the lemmas carry the calculation

`exactWeight_eq` evaluates the integral with Mathlib's formula for 1/e on positive intervals and simplifies a/(a/Λ) to Λ. `wilson_value` names the lower edge b, keeps the relation bΛ = a, and checks the quotient by cross-multiplication.

The main inequality is `wilson_value_lt_log`. Its first part, `hd`, computes the derivative of f by the difference and quotient rules and brings it to the form (x − 1)²/(x(x + 1)²). The second part, `hmono`, turns this into strict growth on [1, ∞). The derivative vanishes at x = 1, but Mathlib's criterion asks for positivity only in the interior. Comparing f(1) = 0 with f(Λ) finishes the argument.

`correction_bounds` clears the denominators of A. The lower bound is then the main inequality, and the upper bound follows from multiplying Λ − 1 − ln Λ > 0 by Λ + 1. `correction_tendsto_one` squeezes A between the constant 1 and (Λ + 1)/2. `wilson_ratio` inserts the evaluated integral and Wilson's value into the ratio and takes the bound A > 1 from `correction_bounds`.

`campoOliveira_mem` again writes b for the lower edge and multiplies the two logarithm bounds by b, as in the derivation above. In `ratio_eq_one_iff`, the forward direction solves E ln Λ = width for E. The backward direction gets membership from `campoOliveira_mem`, together with the fact that the midpoint lies below a, and then computes the ratio.

`band_correction` applies `exactWeight_eq` with Λ^N in place of Λ, uses ln(Λ^N) = N ln Λ, and replaces every term of the sum by the same Wilson value. What remains is the cancellation of Λ − 1 and Λ + 1, both nonzero.
